# Heat-bath updates with a shared random number preserve the order of Ising configurations exactly when no coupling is negative

The theorem `heatBath_monotone_iff` concerns finitely many classical spins `s j = ±1` with real couplings `J i j` and an external field `B`, with temperature absorbed into both. An update sets site `i` up exactly when a number `u` is below `1 / (1 + exp (-2 h))`, where the local field `h` is `B i` plus the sum of `J i j * s j` over all `j`, including `i` itself. For symmetric `J` with zero diagonal this is the usual heat-bath probability, but the theorem assumes neither property, and a self-coupling `J i i` makes the update depend on the old value of spin `i`. The theorem says that all such updates with `u` strictly between 0 and 1 preserve the sitewise order of configurations if and only if every `J i j`, diagonal entries included, is non-negative. One direction is taken from `heatBath_monotone`; for the other, the attempt supposes `J i j < 0` and compares the all-down configuration with the one in which only spin `j` is up. The second has the smaller probability of setting site `i` up, and taking `u` equal to that probability sets `i` up in the lower configuration and down in the upper one, which breaks the order.

An attempt in Lean 4 with a fault in it:

```lean
import Mathlib

open Function

namespace CouplingFromThePast

noncomputable section

variable {ι : Type*} [Fintype ι] [DecidableEq ι]
variable (J : ι → ι → ℝ) (B : ι → ℝ)

/-- The spin value: `+1` for up (`true`) and `-1` for down (`false`). -/
def spin (b : Bool) : ℝ := if b then 1 else -1

/-- The field felt by site `i`: the external field plus the coupling to all spins. -/
def localField (s : ι → Bool) (i : ι) : ℝ := B i + ∑ j, J i j * spin (s j)

/-- The heat-bath probability that site `i` is set up. -/
def upProb (s : ι → Bool) (i : ι) : ℝ := 1 / (1 + Real.exp (-2 * localField J B s i))

/-- One update `m = (i, u)`: site `i` is set up exactly when `u` is below the
heat-bath probability. -/
def heatBath (m : ι × ℝ) (s : ι → Bool) : ι → Bool :=
  update s m.1 (decide (m.2 < upProb J B s m.1))

/-- Turning spin `i` from down to up raises a weighted sum of spins by twice the weight
of site `i`. -/
theorem sum_flip (s : ι → Bool) (i : ι) (g : ι → ℝ) :
    ∑ k, g k * spin (update s i true k) = ∑ k, g k * spin (update s i false k) + 2 * g i := by
  have e : ∀ k, g k * spin (update s i true k)
      = g k * spin (update s i false k) + (if k = i then 2 * g i else 0) := by
    intro k
    by_cases hk : k = i
    · rw [hk, update_self, update_self, if_pos rfl]
      norm_num [spin]
      ring
    · rw [update_of_ne hk, update_of_ne hk, if_neg hk, add_zero]
  rw [Finset.sum_congr rfl fun k _ => e k, Finset.sum_add_distrib]
  simp

omit [DecidableEq ι] in
/-- For non-negative couplings, raising spins gives a no lower probability of setting a site
up. -/
theorem upProb_mono (hJ : ∀ i j, 0 ≤ J i j) {s t : ι → Bool} (hst : s ≤ t) (i : ι) :
    upProb J B s i ≤ upProb J B t i := by
  have hspin : ∀ a b : Bool, a ≤ b → spin a ≤ spin b := by
    intro a b hab
    cases a <;> cases b <;> first | exact absurd hab (by decide) | norm_num [spin]
  have hsum : ∑ j, J i j * spin (s j) ≤ ∑ j, J i j * spin (t j) :=
    Finset.sum_le_sum fun j _ => mul_le_mul_of_nonneg_left (hspin _ _ (hst j)) (hJ i j)
  have hexp : Real.exp (-2 * localField J B t i) ≤ Real.exp (-2 * localField J B s i) := by
    apply Real.exp_le_exp.mpr
    unfold localField
    linarith
  unfold upProb
  exact one_div_le_one_div_of_le (by positivity) (by linarith)

/-- For non-negative couplings, a heat-bath update with a shared random number preserves the
componentwise order of configurations. -/
theorem heatBath_monotone (hJ : ∀ i j, 0 ≤ J i j) (m : ι × ℝ) : Monotone (heatBath J B m) := by
  intro s t hst k
  unfold heatBath
  by_cases hk : k = m.1
  · rw [hk, update_self, update_self]
    by_cases hu : m.2 < upProb J B s m.1
    · have hu' := hu.trans_le (upProb_mono J B hJ hst m.1)
      rw [decide_eq_true hu, decide_eq_true hu']
    · rw [decide_eq_false hu]
      exact bot_le
  · rw [update_of_ne hk, update_of_ne hk]
    exact hst k

/-- Heat-bath updates preserve the order for all random numbers in `(0, 1)` exactly when no
coupling is negative. -/
theorem heatBath_monotone_iff :
    (∀ i, ∀ u ∈ Set.Ioo (0 : ℝ) 1, Monotone (heatBath J B (i, u))) ↔ ∀ i j, 0 ≤ J i j := by
  refine ⟨fun H i j => ?_, fun hJ i u _ => heatBath_monotone J B hJ (i, u)⟩
  by_contra hneg
  have hlt : J i j < 0 := not_le.mp hneg
  -- two ordered configurations that differ at most in spin `j`
  obtain ⟨s, t, hst, hf⟩ : ∃ s t : ι → Bool, s ≤ t ∧
      localField J B t i < localField J B s i := by
    refine ⟨update ⊥ j false, update ⊥ j true, fun k => ?_, ?_⟩
    · by_cases hk : k = j
      · rw [hk, update_self, update_self]
        exact bot_le
      · rw [update_of_ne hk, update_of_ne hk]
    · have := sum_flip (⊥ : ι → Bool) j (J i)
      unfold localField
      linarith
  have hexp : Real.exp (-2 * localField J B s i) < Real.exp (-2 * localField J B t i) :=
    Real.exp_lt_exp.mpr (by linarith)
  have hp : upProb J B t i < upProb J B s i := by
    unfold upProb
    exact one_div_lt_one_div_of_lt (by positivity) (by linarith)
  have hmem : upProb J B t i ∈ Set.Ioo (0 : ℝ) 1 := by
    unfold upProb
    have := Real.exp_pos (-2 * localField J B t i)
    exact ⟨by positivity, by rw [div_lt_one (by positivity)]; linarith⟩
  -- this random number sets the lower configuration up and the upper one down
  have key := H i _ hmem hst i
  simp only [heatBath, update_self] at key
  rw [decide_eq_true hp, decide_eq_false (lt_irrefl _)] at key
  exact absurd key (by decide)

end

end CouplingFromThePast
```

The error:

```
Main.lean:104:23: error: Expected type must not contain free variables
  ¬true ≤ false

Hint: Use the `+revert` option to automatically clean up and revert free variables
```

Fix (accepted with no message):

```diff
@@ -78,5 +78,5 @@
   by_contra hneg
   have hlt : J i j < 0 := not_le.mp hneg
-  -- two ordered configurations that differ at most in spin `j`
+  -- two ordered configurations, the upper one with the smaller local field at `i`
   obtain ⟨s, t, hst, hf⟩ : ∃ s t : ι → Bool, s ≤ t ∧
       localField J B t i < localField J B s i := by
@@ -98,9 +98,10 @@
     have := Real.exp_pos (-2 * localField J B t i)
     exact ⟨by positivity, by rw [div_lt_one (by positivity)]; linarith⟩
-  -- this random number sets the lower configuration up and the upper one down
+  -- this random number sets spin `i` up in the lower configuration and down in the upper one
   have key := H i _ hmem hst i
   simp only [heatBath, update_self] at key
   rw [decide_eq_true hp, decide_eq_false (lt_irrefl _)] at key
-  exact absurd key (by decide)
+  have key' : (true : Bool) ≤ false := key
+  exact absurd key' (by decide)
 
 end
```

The error is at the last `decide`, which has to prove `¬true ≤ false`. That is true, but `decide` refuses a goal that contains free variables, that is, variables from the surrounding context. None is visible in the printed goal, so it must sit in a part Lean does not print. The goal takes its form from `key`, which was obtained by applying an inequality between whole configurations to the site `i`. The order on configurations is built from an order at each site, so the `≤` in `key` can still carry a hidden mention of `i`.

The repair restates the fact as `key' : (true : Bool) ≤ false`. Here Lean finds the order on `Bool` afresh, with no reference to a site, and accepts `key` as a proof because the two statements agree by definition. The goal made from `key'` has no free variables, and `decide` proves it.

The two changed comments are mere tidying; the mathematical argument is unchanged.
